# Term order of d² in Racah parameters: ³F lowest, ¹S highest, and inversions of the Hund order among the excited terms

Sorting the five terms of a $d^2$ ion by highest spin first and highest orbital angular momentum second gives the list ${}^3F, {}^3P, {}^1G, {}^1D, {}^1S$, and reading that list as an energy ordering misplaces excited levels. With positive Racah parameters its first and last entries agree with the electrostatic term energies and ${}^1G$ and ${}^1D$ are always swapped, and no choice of the parameters at all reproduces the whole list.

```lean
import Mathlib

open Finset

namespace D2HundOrdering

/-- The five Russell-Saunders terms of the d² configuration: ³F, ³P, ¹G, ¹D, ¹S. -/
inductive D2Term
  | F3 | P3 | G1 | D1 | S1
  deriving DecidableEq

/-- The terms form a finite set with the five listed members. -/
instance : Fintype D2Term where
  elems := {D2Term.F3, D2Term.P3, D2Term.G1, D2Term.D1, D2Term.S1}
  complete := by
    intro t
    cases t <;> decide

open D2Term

/-- Spin multiplicity 2S+1 of a term. -/
def mult : D2Term → ℕ
  | F3 => 3
  | P3 => 3
  | G1 => 1
  | D1 => 1
  | S1 => 1

/-- Total orbital angular momentum quantum number L of a term. -/
def orbL : D2Term → ℕ
  | F3 => 3
  | P3 => 1
  | G1 => 4
  | D1 => 2
  | S1 => 0

/-- Number of states (2S+1)(2L+1) in a term. -/
def degeneracy (t : D2Term) : ℕ := mult t * (2 * orbL t + 1)

/-- Electrostatic term energies of d² in the Racah parameters A, B, C. -/
def energy (A B C : ℝ) : D2Term → ℝ
  | F3 => A - 8 * B
  | P3 => A + 7 * B
  | G1 => A + 4 * B + 2 * C
  | D1 => A - 3 * B + 2 * C
  | S1 => A + 14 * B + 7 * C

/-- Electrostatic term energies of d² in the Slater-Condon parameters F₀, F₂, F₄. -/
def slaterEnergy (F₀ F₂ F₄ : ℝ) : D2Term → ℝ
  | F3 => F₀ - 8 * F₂ - 9 * F₄
  | P3 => F₀ + 7 * F₂ - 84 * F₄
  | G1 => F₀ + 4 * F₂ + F₄
  | D1 => F₀ - 3 * F₂ + 36 * F₄
  | S1 => F₀ + 14 * F₂ + 126 * F₄

/-- Hund precedence: `s` comes before `t` if it has higher multiplicity, or equal
multiplicity and higher L. -/
def HundBefore (s t : D2Term) : Prop :=
  mult t < mult s ∨ (mult s = mult t ∧ orbL t < orbL s)

/-- With A = F₀ - 49F₄, B = F₂ - 5F₄, C = 35F₄ the Racah energies equal the
Slater-Condon energies for every term. -/
theorem energy_eq_slaterEnergy (F₀ F₂ F₄ : ℝ) (t : D2Term) :
    energy (F₀ - 49 * F₄) (F₂ - 5 * F₄) (35 * F₄) t = slaterEnergy F₀ F₂ F₄ t := by
  cases t <;> simp only [energy, slaterEnergy] <;> ring

/-- The degeneracies add up to the number of ways to choose 2 of 10 spin orbitals, and
the degeneracy-weighted sum of the term energies is 45A - 70B + 35C. -/
theorem state_count_and_energy_sum (A B C : ℝ) :
    ∑ t, degeneracy t = Nat.choose 10 2 ∧
      ∑ t, (degeneracy t : ℝ) * energy A B C t = 45 * A - 70 * B + 35 * C := by
  have hu : (univ : Finset D2Term) = {F3, P3, G1, D1, S1} := by
    ext t
    cases t <;> simp
  constructor
  · decide
  · rw [hu]
    simp [degeneracy, mult, orbL, energy]
    ring

/-- Hund precedence arranges the terms as ³F, ³P, ¹G, ¹D, ¹S. -/
theorem hund_predicted_order :
    HundBefore F3 P3 ∧ HundBefore P3 G1 ∧ HundBefore G1 D1 ∧ HundBefore D1 S1 := by
  refine ⟨?_, ?_, ?_, ?_⟩ <;> simp [HundBefore, mult, orbL]

/-- ³F lies strictly below all other terms exactly when B > 0 and 5B + 2C > 0. -/
theorem F3_lowest_iff (A B C : ℝ) :
    (∀ t, t ≠ F3 → energy A B C F3 < energy A B C t) ↔ 0 < B ∧ 0 < 5 * B + 2 * C := by
  constructor
  · intro h
    -- the gaps to ³P and ¹D are the decisive ones
    have h1 := h P3 (by decide)
    have h2 := h D1 (by decide)
    simp only [energy] at h1 h2
    constructor <;> linarith
  · rintro ⟨h1, h2⟩ t ht
    cases t
    all_goals first
      | exact absurd rfl ht
      | (simp only [energy]; linarith)

/-- For B > 0, ¹S lies strictly above all other terms exactly when B + C > 0. -/
theorem S1_highest_iff (A B C : ℝ) (hB : 0 < B) :
    (∀ t, t ≠ S1 → energy A B C t < energy A B C S1) ↔ 0 < B + C := by
  constructor
  · intro h
    -- the gap to ³P is 7(B + C)
    have h1 := h P3 (by decide)
    simp only [energy] at h1
    linarith
  · intro h t ht
    cases t
    all_goals first
      | exact absurd rfl ht
      | (simp only [energy]; linarith)

/-- For B > 0, every term of higher multiplicity lies strictly below every term of
lower multiplicity exactly when C > 5B. -/
theorem multiplicity_rule_iff (A B C : ℝ) (hB : 0 < B) :
    (∀ s t, mult t < mult s → energy A B C s < energy A B C t) ↔ 5 * B < C := by
  constructor
  · intro h
    -- highest triplet against lowest singlet
    have h1 := h P3 D1 (by decide)
    simp only [energy] at h1
    linarith
  · intro h s t hst
    cases s <;> cases t
    all_goals first
      | exact absurd hst (by decide)
      | (simp only [energy]; linarith)

/-- For B, C > 0 the pairs whose energies are strictly inverted relative to Hund precedence
are: ¹D below ¹G always, ¹D below ³P if C < 5B, and ¹G below ³P if 2C < 3B. -/
theorem hund_inversions_iff (A B C : ℝ) (hB : 0 < B) (hC : 0 < C) (s t : D2Term) :
    (HundBefore s t ∧ energy A B C t < energy A B C s) ↔
      (s = G1 ∧ t = D1) ∨ (s = P3 ∧ t = D1 ∧ C < 5 * B) ∨
        (s = P3 ∧ t = G1 ∧ 2 * C < 3 * B) := by
  -- settle the precedence of each pair, then compare the two energies
  cases s <;> cases t <;> simp [HundBefore, mult, orbL] <;> simp only [energy] <;>
    first
      | linarith
      | (constructor <;> intro h <;> linarith)

/-- For no real values of A, B, C do the term energies increase strictly along the whole
Hund precedence. -/
theorem hund_order_never_complete (A B C : ℝ) :
    ¬ ∀ s t, HundBefore s t → energy A B C s < energy A B C t := by
  intro h
  -- ³F below ³P needs B > 0, ¹G below ¹D needs B < 0
  have h1 := h F3 P3 hund_predicted_order.1
  have h2 := h G1 D1 hund_predicted_order.2.2.1
  simp only [energy] at h1 h2
  linarith

/-- For B, C > 0, ³F is strictly lowest and ¹S strictly highest; Hund precedence puts ³P
and ¹G before ¹D, yet ¹D lies below ³P exactly when C < 5B and always below ¹G. -/
theorem d2_term_order (A B C : ℝ) (hB : 0 < B) (hC : 0 < C) :
    (∀ t, t ≠ F3 → energy A B C F3 < energy A B C t) ∧
    (∀ t, t ≠ S1 → energy A B C t < energy A B C S1) ∧
    (HundBefore P3 D1 ∧ (energy A B C D1 < energy A B C P3 ↔ C < 5 * B)) ∧
    (HundBefore G1 D1 ∧ energy A B C D1 < energy A B C G1) := by
  refine ⟨(F3_lowest_iff A B C).2 ⟨hB, by linarith⟩,
    (S1_highest_iff A B C hB).2 (by linarith), ⟨Or.inl (by decide), ?_⟩,
    hund_predicted_order.2.2.1, ?_⟩
  · simp only [energy]
    constructor <;> intro h <;> linarith
  · simp only [energy]
    linarith

/-- In Slater-Condon parameters ¹D lies below ³P exactly when 12F₄ < F₂. -/
theorem crossing_slater (F₀ F₂ F₄ : ℝ) :
    slaterEnergy F₀ F₂ F₄ D1 < slaterEnergy F₀ F₂ F₄ P3 ↔ 12 * F₄ < F₂ := by
  simp only [slaterEnergy]
  constructor <;> intro h <;> linarith

end D2HundOrdering
```
```lean
#print axioms D2HundOrdering.hund_inversions_iff
#print axioms D2HundOrdering.hund_order_never_complete
#print axioms D2HundOrdering.d2_term_order
#print axioms D2HundOrdering.crossing_slater
```

```
'D2HundOrdering.hund_inversions_iff' depends on axioms: [propext, Classical.choice, Quot.sound]
'D2HundOrdering.hund_order_never_complete' depends on axioms: [propext, Classical.choice, Quot.sound]
'D2HundOrdering.d2_term_order' depends on axioms: [propext, Classical.choice, Quot.sound]
'D2HundOrdering.crossing_slater' depends on axioms: [propext, Classical.choice, Quot.sound]
```

## What the theorems say

Write $E(t)$ for the electrostatic energy of a term $t$. It depends on three real numbers $A$, $B$, $C$, the Racah parameters:

$$
\begin{aligned}
E({}^3F) &= A - 8B, & E({}^3P) &= A + 7B, & E({}^1G) &= A + 4B + 2C,\\
E({}^1D) &= A - 3B + 2C, & E({}^1S) &= A + 14B + 7C.
\end{aligned}
$$

In Lean the terms are the constructors `F3`, `P3`, `G1`, `D1`, `S1` of `D2Term`, with the letter first and the multiplicity second, and $E(t)$ is `energy A B C t`.

The main theorem `d2_term_order` assumes $B > 0$ and $C > 0$ (`hB`, `hC`), leaves $A$ free, and is a conjunction of four claims. Every term other than ${}^3F$ lies strictly above ${}^3F$. Every term other than ${}^1S$ lies strictly below ${}^1S$. The Hund rule ranks ${}^3P$ ahead of ${}^1D$, while $E({}^1D) < E({}^3P)$ holds exactly when $C < 5B$. The Hund rule ranks ${}^1G$ ahead of ${}^1D$, while $E({}^1D) < E({}^1G)$ holds with no further condition.

The other theorems give sharper versions. `F3_lowest_iff` needs no sign assumption: ${}^3F$ is strictly lowest if and only if $B > 0$ and $5B + 2C > 0$. `S1_highest_iff` says that for $B > 0$ the term ${}^1S$ is strictly highest if and only if $B + C > 0$. `multiplicity_rule_iff` says that for $B > 0$ both triplets lie strictly below all three singlets if and only if $C > 5B$. `hund_inversions_iff` lists, for $B, C > 0$, every ordered pair $(s, t)$ in which $s$ is ranked ahead of $t$ and yet $E(t) < E(s)$: the pair $({}^1G, {}^1D)$ always, $({}^3P, {}^1D)$ when $C < 5B$, $({}^3P, {}^1G)$ when $2C < 3B$, and no other. `hund_order_never_complete` holds for arbitrary real $A$, $B$, $C$ and denies that the energy rises strictly along every Hund-ranked pair.

All inequalities are strict. The conditions $C < 5B$ and $5B < C$ are therefore not negations of each other. At $C = 5B$ the terms ${}^3P$ and ${}^1D$ have equal energy, so the pair is not counted as inverted, and the triplets are also not strictly below the singlets.

## The physics in the definitions

Two electrons in a $d$ shell occupy two of ten spin orbitals. In Russell-Saunders coupling the resulting states group into terms ${}^{2S+1}L$, labelled by the total spin $S$ and the total orbital angular momentum quantum number $L$, with the letters S, P, D, F, G for $L = 0, 1, 2, 3, 4$. The function `mult` returns the multiplicity $2S+1$, `orbL` returns $L$, and `degeneracy` returns $g = (2S+1)(2L+1)$.

| term | Lean | $2S+1$ | $L$ | $g$ |
|---|---|---|---|---|
| ${}^3F$ | `F3` | 3 | 3 | 21 |
| ${}^3P$ | `P3` | 3 | 1 | 9 |
| ${}^1G$ | `G1` | 1 | 4 | 9 |
| ${}^1D$ | `D1` | 1 | 2 | 5 |
| ${}^1S$ | `S1` | 1 | 0 | 1 |

`HundBefore s t` means that $s$ is ranked ahead of $t$, that is, expected lower in energy. It is the lexicographic rule `mult t < mult s ∨ (mult s = mult t ∧ orbL t < orbL s)`: higher multiplicity wins, and at equal multiplicity higher $L$ wins. It involves no energies. Hund's first two rules are statements about the ground term, and the relation defined here extends them to all pairs so that the extension can be tested. A failure of `HundBefore` between excited terms is a failure of that extension. For the ground term the rules and the energies agree when $B, C > 0$, since ${}^3F$ heads the list and is then strictly lowest. The third rule, on the total angular momentum $J$, has no place in the model, which contains no spin-orbit coupling.

The term list and the five energy formulas are definitions. They are not derived from a Coulomb Hamiltonian, and the signs $B > 0$, $C > 0$ are hypotheses that Lean does not derive. They do hold whenever the parameters are computed from a radial function, because the Slater integrals introduced below then satisfy $F^2 > F^4 > 0$. All five terms share one set of parameters, which corresponds to one radial function for the whole configuration. Mixing with other configurations and any ligand field are absent.

Two theorems test the definitions for consistency. The first, `energy_eq_slaterEnergy`, compares them with the Slater-Condon form in three parameters $F_0$, $F_2$, $F_4$, given by `slaterEnergy`, under

$$A = F_0 - 49F_4, \qquad B = F_2 - 5F_4, \qquad C = 35F_4 .$$

The subscripted parameters are the reduced ones. For $d$ electrons they relate to the radial Slater integrals $F^0$, $F^2$, $F^4$ by $F_0 = F^0$, $F_2 = F^2/49$, $F_4 = F^4/441$, but Lean treats them as three free real numbers. The second, `state_count_and_energy_sum`, states $\sum_t g(t) = \binom{10}{2}$ and $\sum_t g(t)E(t) = 45A - 70B + 35C$. The count matches the number of two-electron determinants, which is a necessary condition on the term list and not a derivation of it. The last theorem, `crossing_slater`, restates the crossing in the other parametrisation: $E({}^1D) < E({}^3P)$ exactly when $12F_4 < F_2$. It carries no sign hypothesis.

The result bears on assigning excited levels of a free $d^2$ ion and on choosing which spin state to target in an excited-state electronic-structure calculation: within this single-configuration model without spin-orbit coupling, and for $B, C > 0$, whether the first excited term is a singlet or a triplet is set by the ratio $C/B$ and not by the Hund ranking.

## Why it is true

The parameter $A$ shifts all terms equally, so only the ten differences matter. Subtracting the formulas pairwise, with the Hund-later term first, gives

$$
\begin{aligned}
E({}^3P) - E({}^3F) &= 15B, & E({}^1D) - E({}^3P) &= 2C - 10B,\\
E({}^1G) - E({}^3F) &= 12B + 2C, & E({}^1S) - E({}^3P) &= 7B + 7C,\\
E({}^1D) - E({}^3F) &= 5B + 2C, & E({}^1D) - E({}^1G) &= -7B,\\
E({}^1S) - E({}^3F) &= 22B + 7C, & E({}^1S) - E({}^1G) &= 10B + 5C,\\
E({}^1G) - E({}^3P) &= 2C - 3B, & E({}^1S) - E({}^1D) &= 17B + 5C.
\end{aligned}
$$

A positive entry agrees with the Hund ranking and a negative entry is an inversion.

### The consistency checks

Substituting for $A$, $B$, $C$ leaves the $F_0$ and $F_2$ coefficients as they are in the Racah form and collects the $F_4$ coefficients: $-49 + 40 = -9$ for ${}^3F$, $-49 - 35 = -84$ for ${}^3P$, $-49 - 20 + 70 = 1$ for ${}^1G$, $-49 + 15 + 70 = 36$ for ${}^1D$, and $-49 - 70 + 245 = 126$ for ${}^1S$. These are the entries of `slaterEnergy`. In Lean `cases t` produces the five goals and `ring` does the collection.

The degeneracies add to $21 + 9 + 9 + 5 + 1 = 45 = \binom{10}{2}$, which `decide` evaluates. In the weighted sum the coefficient of $B$ is $-168 + 63 + 36 - 15 + 14 = -70$ and that of $C$ is $18 + 10 + 7 = 35$. The auxiliary statement `hu` replaces the set of all terms by the explicit list of five, after which `simp` expands the sum and `ring` adds up.

`hund_predicted_order` checks the four neighbouring pairs of the list: ${}^3F$ before ${}^3P$ since $3 > 1$ in $L$, ${}^3P$ before ${}^1G$ since $3 > 1$ in multiplicity, then $L = 4 > 2 > 0$ among the singlets.

### The lowest and the highest term

If ${}^3F$ is lowest, then in particular $15B > 0$ and $5B + 2C > 0$. These are `h1` and `h2` in `F3_lowest_iff`, obtained by applying the hypothesis to `P3` and `D1`. Conversely, these two conditions make the remaining gaps positive:

$$12B + 2C = 7B + (5B + 2C), \qquad 22B + 7C = \tfrac92 B + \tfrac72(5B + 2C).$$

`linarith` finds such combinations with non-negative coefficients once `simp only [energy]` has unfolded the two energies.

If ${}^1S$ is highest, the gap to ${}^3P$ gives $7(B + C) > 0$. Conversely, with $B > 0$ and $B + C > 0$,

$$22B + 7C = 15B + 7(B + C), \quad 10B + 5C = 5B + 5(B + C), \quad 17B + 5C = 12B + 5(B + C),$$

and all three are positive. The hypothesis `hB` is used in this direction only.

### Triplets against singlets

If both triplets are below all singlets, the pair ${}^3P$, ${}^1D$ gives $2C - 10B > 0$, that is $C > 5B$. Conversely let $\delta = C - 5B > 0$. The gaps from ${}^3P$ up to the singlets are $2\delta$ for ${}^1D$, $2\delta + 7B$ for ${}^1G$ and $7\delta + 42B$ for ${}^1S$. The gaps from ${}^3F$ are each larger by $15B$. All six are positive. In `multiplicity_rule_iff` the split `cases s <;> cases t` creates 25 goals, of which 19 have a false premise `mult t < mult s` and six are these inequalities.

### The list of inversions

For $B, C > 0$ seven of the ten differences have only positive coefficients: the four measured from ${}^3F$ and the three others ending at ${}^1S$. They never invert. The difference $-7B$ is always negative. The difference $2C - 10B$ is negative exactly when $C < 5B$, and $2C - 3B$ exactly when $2C < 3B$. The proof of `hund_inversions_iff` follows this count. Of the 25 ordered pairs, 15 are not Hund-ranked, and `simp [HundBefore, mult, orbL]` finds both sides of the equivalence false. Eight of the remaining ten reduce to a single inequality for `linarith`, and the two conditional pairs reduce to an equivalence of inequalities, handled by `constructor <;> intro h <;> linarith`.

If the energy rose strictly along every ranked pair, then $E({}^3F) < E({}^3P)$ would give $15B > 0$ and $E({}^1G) < E({}^1D)$ would give $-7B > 0$. The two contradict each other whatever $A$ and $C$ are, which is `hund_order_never_complete`. Both pairs have equal spin, so it is the ordering by $L$ that cannot hold among the triplets and among the singlets at once.

`d2_term_order` assembles these facts. From $B, C > 0$ follow $5B + 2C > 0$ and $B + C > 0$, which feed `F3_lowest_iff` and `S1_highest_iff`. The ranking of ${}^3P$ before ${}^1D$ is the first alternative of `HundBefore`, supplied by `Or.inl (by decide)`, and that of ${}^1G$ before ${}^1D$ is `hund_predicted_order.2.2.1`. The two energy comparisons are $2C - 10B < 0$ and $-7B < 0$.

For `crossing_slater` the difference is $(-3F_2 + 36F_4) - (7F_2 - 84F_4) = -10F_2 + 120F_4$, negative exactly when $12F_4 < F_2$. Substituting into $C < 5B$ gives the same condition: $35F_4 < 5F_2 - 25F_4$, or $60F_4 < 5F_2$.

## A numerical instance

Take $A = 0$, $B = 1$, $C = 4$ in any energy unit. Then

$$E({}^3F) = -8, \quad E({}^1D) = -3 + 8 = 5, \quad E({}^3P) = 7, \quad E({}^1G) = 4 + 8 = 12, \quad E({}^1S) = 14 + 28 = 42 .$$

The order is ${}^3F < {}^1D < {}^3P < {}^1G < {}^1S$. Since $C = 4 < 5$, the pair $({}^3P, {}^1D)$ is inverted, and since $2C = 8 > 3$, the pair $({}^3P, {}^1G)$ is not. The weighted sum is $-168 + 25 + 63 + 108 + 42 = 70$, in agreement with $-70 + 35 \cdot 4$. The corresponding Slater-Condon values are $F_4 = 4/35$ and $F_2 = 1 + 20/35 = 55/35$, and $12F_4 = 48/35$ is smaller than $F_2$.

Raising $C$ to $6$ moves ${}^1D$ to $9$ and ${}^1G$ to $16$, so both triplets are now lowest, while ${}^1D$ stays below ${}^1G$. Lowering $C$ to $1$ puts ${}^1D$ at $-1$ and ${}^1G$ at $6$, both below ${}^3P$ at $7$, and all three inversions occur. This last case illustrates the algebra only. Slater integrals computed from one radial function satisfy $F^4 > \tfrac59 F^2$ (a fact not proved here), which gives $C > \tfrac{25}{8}B$, so with such parameters ${}^1G$ stays above ${}^3P$.

## An easy mistake

To find when the triplets lie below the singlets it is tempting to compare the last triplet of the Hund list with the first singlet of that list, ${}^3P$ with ${}^1G$. That gives $2C > 3B$, and it presumes that ${}^1G$ is the lowest singlet, which is false for every $B > 0$ because ${}^1D$ lies $7B$ below it. The deciding comparison is ${}^3P$ with ${}^1D$, and the threshold is $C > 5B$. The case $B = 1$, $C = 4$ satisfies the wrong condition and has a singlet below a triplet.

## A technique to reuse

Claims of the form "for every other term" or "for every pair with this property" over a small enumerated type yield to one pattern. After `cases`, the combinator `all_goals first` offers each goal two alternatives: `exact absurd rfl ht` or `exact absurd hst (by decide)` closes the cases whose premise is false, and `(simp only [energy]; linarith)` closes the rest. The discrete labels are natural numbers and constructors, so `decide` can settle them by evaluation. The energies are real, where order is not settled by evaluation, and `linarith` takes over. Keeping `mult` and `orbL` in `ℕ` and only `energy` in `ℝ` allows this division. The same script applies to another configuration as long as each term energy is linear in the parameters; where a term occurs more than once and its energy comes from diagonalising a matrix, `linarith` alone is no longer enough.
